# A Pfaffian sign change along a continuous path of 4×4 Majorana matrices forces two zero modes

Let A(t) be real antisymmetric 4×4 matrices, continuous for 0 ≤ t ≤ 1, with modes numbered 0 to 3 and

Pf A = A₀₁A₂₃ − A₀₂A₁₃ + A₀₃A₁₂.

If Pf A(0) · Pf A(1) < 0, then at some t with 0 < t < 1 there are two linearly independent real vectors v, w with A(t)v = A(t)w = 0.

## Detecting a parity switch between grid points

A superconducting dot described by four Majorana operators γⱼ (Hermitian, mutually anticommuting, γⱼ² = 1) has the quadratic Hamiltonian

H = (i/4) Σⱼₖ Aⱼₖ γⱼγₖ.

The eigenvalues of iA come in pairs ±ε. A zero mode is a kernel vector of A, where such a pair meets at zero energy.

A code that sweeps a gate voltage or a flux can step over this crossing. For this non-interacting four-mode model, opposite Pfaffian signs at two parameter values show that a crossing lies between them, provided that A varies continuously from one to the other. The determinant, (Pf A)², loses that sign. The order of the modes and the sign of each γⱼ must stay fixed during the sweep, because exchanging two modes, or replacing one γⱼ by −γⱼ, reverses the sign of Pf A.

## Kernel vectors from the Pfaffian adjugate

Define the antisymmetric matrix Â, whose entries above the diagonal are

Â₀₁ = A₂₃, Â₀₂ = −A₁₃, Â₀₃ = A₁₂,
Â₁₂ = A₀₃, Â₁₃ = −A₀₂, Â₂₃ = A₀₁.

Each diagonal entry of AÂ is −Pf A; for example,

(AÂ)₀₀ = −A₀₁A₂₃ + A₀₂A₁₃ − A₀₃A₁₂.

Each off-diagonal entry is a difference of two equal products, such as (AÂ)₀₁ = −A₀₂A₀₃ + A₀₃A₀₂ = 0. Hence AÂ = −Pf(A)·1, and transposing gives ÂA = −Pf(A)·1.

Suppose Pf A = 0. Then AÂ = 0, so every column of Â is a kernel vector.

- If some Âᵢⱼ ≠ 0, let s·(column i) + r·(column j) = 0. Component i gives rÂᵢⱼ = 0 and component j gives −sÂᵢⱼ = 0, so r = s = 0 and the columns are independent.
- If Â = 0, all six couplings vanish. Then A = 0, and any two basis vectors serve.

Conversely, if Av = 0 with v ≠ 0, then 0 = ÂAv = −Pf(A)v, so Pf A = 0.

Along the path, Pf A(t) is a polynomial in continuous entries. If its end values have opposite signs, the intermediate value theorem gives an interior zero, and the two kernel vectors follow.

## A sweep that crosses at t = 1/2

Take A₀₁ = 2t, A₀₂ = A₁₃ = A₂₃ = 1 and A₀₃ = A₁₂ = 0. Then Pf A = 2t − 1, which runs from −1 to 1 and vanishes at t = 1/2. There, columns 0 and 1 of Â are (0, −1, 1, 0) and (1, 0, 0, 1). Divided by √2, they are two orthonormal zero modes.

## Lean code for the four-mode switch

```lean
import Mathlib

open Matrix Set

namespace MajoranaParitySwitch

/-- The Pfaffian of a 4 × 4 Majorana matrix, written in its entries above the diagonal. -/
def pf (A : Matrix (Fin 4) (Fin 4) ℝ) : ℝ :=
  A 0 1 * A 2 3 - A 0 2 * A 1 3 + A 0 3 * A 1 2

/-- The Pfaffian adjugate: each coupling between two Majorana modes is replaced, up to sign,
by the coupling between the other two. -/
def pfAdj (A : Matrix (Fin 4) (Fin 4) ℝ) : Matrix (Fin 4) (Fin 4) ℝ :=
  !![0, A 2 3, -A 1 3, A 1 2;
     -A 2 3, 0, A 0 3, -A 0 2;
     A 1 3, -A 0 3, 0, A 0 1;
     -A 1 2, A 0 2, -A 0 1, 0]

/-- In an antisymmetric matrix, exchanging the two modes reverses the sign of their coupling. -/
theorem entry_swap {A : Matrix (Fin 4) (Fin 4) ℝ} (hA : Aᵀ = -A) (i j : Fin 4) :
    A j i = -A i j :=
  congrFun (congrFun hA i) j

/-- In a real antisymmetric matrix no mode couples to itself. -/
theorem entry_diag {A : Matrix (Fin 4) (Fin 4) ℝ} (hA : Aᵀ = -A) (i : Fin 4) :
    A i i = 0 := by
  linarith [entry_swap hA i i]

/-- The Pfaffian adjugate is antisymmetric. -/
theorem pfAdj_transpose (A : Matrix (Fin 4) (Fin 4) ℝ) : (pfAdj A)ᵀ = -pfAdj A := by
  ext i j
  fin_cases i <;> fin_cases j <;> simp [pfAdj]

/-- For an antisymmetric matrix, the product with its Pfaffian adjugate, in either order,
is minus the Pfaffian times the identity. -/
theorem mul_pfAdj {A : Matrix (Fin 4) (Fin 4) ℝ} (hA : Aᵀ = -A) :
    A * pfAdj A = (-pf A) • (1 : Matrix (Fin 4) (Fin 4) ℝ) ∧
      pfAdj A * A = (-pf A) • (1 : Matrix (Fin 4) (Fin 4) ℝ) := by
  have h : A * pfAdj A = (-pf A) • (1 : Matrix (Fin 4) (Fin 4) ℝ) := by
    ext i j
    fin_cases i <;> fin_cases j <;>
      simp [Matrix.mul_apply, Fin.sum_univ_four, pfAdj, pf, entry_diag hA,
        entry_swap hA 0 1, entry_swap hA 0 2, entry_swap hA 0 3,
        entry_swap hA 1 2, entry_swap hA 1 3, entry_swap hA 2 3] <;> ring
  refine ⟨h, ?_⟩
  -- the other order follows by transposition
  calc pfAdj A * A = (A * pfAdj A)ᵀ := by
        rw [Matrix.transpose_mul, pfAdj_transpose, hA, neg_mul_neg]
    _ = (-pf A) • (1 : Matrix (Fin 4) (Fin 4) ℝ) := by
        rw [h, Matrix.transpose_smul, Matrix.transpose_one]

/-- An antisymmetric 4 × 4 matrix with vanishing Pfaffian has two linearly independent
real zero modes. -/
theorem two_zero_modes {A : Matrix (Fin 4) (Fin 4) ℝ} (hA : Aᵀ = -A) (hp : pf A = 0) :
    ∃ v w : Fin 4 → ℝ, LinearIndependent ℝ ![v, w] ∧ A *ᵥ v = 0 ∧ A *ᵥ w = 0 := by
  by_cases h : ∃ i j, pfAdj A i j ≠ 0
  · obtain ⟨i, j, hij⟩ := h
    have hD := pfAdj_transpose A
    -- every column of the adjugate is a zero mode
    have hcol : ∀ k, A *ᵥ (fun r => pfAdj A r k) = 0 := by
      intro k
      ext r
      have h0 : (A * pfAdj A) r k = 0 := by
        rw [(mul_pfAdj hA).1, hp]
        simp
      exact h0
    refine ⟨fun r => pfAdj A r i, fun r => pfAdj A r j, ?_, hcol i, hcol j⟩
    -- columns i and j are independent, as seen from their components i and j
    rw [LinearIndependent.pair_iff]
    intro s t hst
    have h1 : s * pfAdj A i i + t * pfAdj A i j = 0 := congrFun hst i
    have h2 : s * pfAdj A j i + t * pfAdj A j j = 0 := congrFun hst j
    rw [entry_diag hD i] at h1
    rw [entry_swap hD i j, entry_diag hD j] at h2
    have hs : s * pfAdj A i j = 0 := by linarith
    have ht : t * pfAdj A i j = 0 := by linarith
    exact ⟨(mul_eq_zero.mp hs).resolve_right hij, (mul_eq_zero.mp ht).resolve_right hij⟩
  · -- a vanishing adjugate means that all couplings vanish
    have h' : ∀ i j, pfAdj A i j = 0 := fun i j => by
      by_contra hne
      exact h ⟨i, j, hne⟩
    have a01 : A 0 1 = 0 := by simpa [pfAdj] using h' 2 3
    have a02 : A 0 2 = 0 := by simpa [pfAdj] using h' 3 1
    have a03 : A 0 3 = 0 := by simpa [pfAdj] using h' 1 2
    have a12 : A 1 2 = 0 := by simpa [pfAdj] using h' 0 3
    have a13 : A 1 3 = 0 := by simpa [pfAdj] using h' 2 0
    have a23 : A 2 3 = 0 := by simpa [pfAdj] using h' 0 1
    have hz : A = 0 := by
      ext i j
      fin_cases i <;> fin_cases j <;>
        simp [entry_diag hA, entry_swap hA 0 1, entry_swap hA 0 2, entry_swap hA 0 3,
          entry_swap hA 1 2, entry_swap hA 1 3, entry_swap hA 2 3,
          a01, a02, a03, a12, a13, a23]
    refine ⟨![1, 0, 0, 0], ![0, 1, 0, 0], ?_, by rw [hz, Matrix.zero_mulVec],
      by rw [hz, Matrix.zero_mulVec]⟩
    rw [LinearIndependent.pair_iff]
    intro s t hst
    exact ⟨by simpa using congrFun hst 0, by simpa using congrFun hst 1⟩

/-- An antisymmetric 4 × 4 Majorana matrix has a nonzero real zero mode exactly when its
Pfaffian vanishes. -/
theorem zero_mode_iff {A : Matrix (Fin 4) (Fin 4) ℝ} (hA : Aᵀ = -A) :
    (∃ v : Fin 4 → ℝ, v ≠ 0 ∧ A *ᵥ v = 0) ↔ pf A = 0 := by
  constructor
  · rintro ⟨v, hv, hAv⟩
    -- apply the adjugate to A v = 0
    have h : pfAdj A *ᵥ (A *ᵥ v) = (-pf A) • v := by
      rw [Matrix.mulVec_mulVec, (mul_pfAdj hA).2, Matrix.smul_mulVec, Matrix.one_mulVec]
    rw [hAv, Matrix.mulVec_zero] at h
    exact neg_eq_zero.mp ((smul_eq_zero.mp h.symm).resolve_right hv)
  · intro hp
    obtain ⟨v, w, hvw, hv, -⟩ := two_zero_modes hA hp
    exact ⟨v, hvw.ne_zero (0 : Fin 2), hv⟩

/-- Parity switch: if the Pfaffian has opposite signs at the two ends of a continuous path of
real antisymmetric 4 × 4 Majorana matrices, then somewhere strictly inside the path there are
two linearly independent zero modes. -/
theorem parity_switch {A : ℝ → Matrix (Fin 4) (Fin 4) ℝ}
    (hc : ContinuousOn A (Icc 0 1)) (hA : ∀ t ∈ Icc (0 : ℝ) 1, (A t)ᵀ = -A t)
    (hs : pf (A 0) * pf (A 1) < 0) :
    ∃ t ∈ Ioo (0 : ℝ) 1, ∃ v w : Fin 4 → ℝ,
      LinearIndependent ℝ ![v, w] ∧ A t *ᵥ v = 0 ∧ A t *ᵥ w = 0 := by
  have he : ∀ i j, ContinuousOn (fun t => A t i j) (Icc 0 1) := fun i j =>
    (Continuous.matrix_elem continuous_id i j).comp_continuousOn hc
  have hpf : ContinuousOn (fun t => pf (A t)) (Icc 0 1) :=
    (((he 0 1).mul (he 2 3)).sub ((he 0 2).mul (he 1 3))).add ((he 0 3).mul (he 1 2))
  -- the Pfaffian must pass through zero
  have hzero : ∃ t ∈ Ioo (0 : ℝ) 1, pf (A t) = 0 := by
    rcases mul_neg_iff.mp hs with ⟨h0, h1⟩ | ⟨h0, h1⟩
    · exact intermediate_value_Ioo' zero_le_one hpf ⟨h1, h0⟩
    · exact intermediate_value_Ioo zero_le_one hpf ⟨h0, h1⟩
  obtain ⟨t, ht, hpt⟩ := hzero
  exact ⟨t, ht, two_zero_modes (hA t (Ioo_subset_Icc_self ht)) hpt⟩

/-- Along a continuous path of real antisymmetric 4 × 4 Majorana matrices that never has a
zero mode, the Pfaffian has the same sign at both ends. -/
theorem gapped_path_keeps_sign {A : ℝ → Matrix (Fin 4) (Fin 4) ℝ}
    (hc : ContinuousOn A (Icc 0 1)) (hA : ∀ t ∈ Icc (0 : ℝ) 1, (A t)ᵀ = -A t)
    (hgap : ∀ t ∈ Icc (0 : ℝ) 1, ∀ v : Fin 4 → ℝ, A t *ᵥ v = 0 → v = 0) :
    0 < pf (A 0) * pf (A 1) := by
  have hne : ∀ t ∈ Icc (0 : ℝ) 1, pf (A t) ≠ 0 := by
    intro t ht hp
    obtain ⟨v, hv, hAv⟩ := (zero_mode_iff (hA t ht)).mpr hp
    exact hv (hgap t ht v hAv)
  have hprod : pf (A 0) * pf (A 1) ≠ 0 :=
    mul_ne_zero (hne 0 ⟨le_rfl, zero_le_one⟩) (hne 1 ⟨zero_le_one, le_rfl⟩)
  rcases lt_or_gt_of_ne hprod with h | h
  · obtain ⟨t, ht, v, w, hvw, hv, -⟩ := parity_switch hc hA h
    exact absurd (hgap t (Ioo_subset_Icc_self ht) v hv) (hvw.ne_zero (0 : Fin 2))
  · exact h

/-- Two decoupled pairs of Majorana modes, one with coupling 1 - 2t and one with coupling 1. -/
def switchPath (t : ℝ) : Matrix (Fin 4) (Fin 4) ℝ :=
  !![0, 1 - 2 * t, 0, 0;
     -(1 - 2 * t), 0, 0, 0;
     0, 0, 0, 1;
     0, 0, -1, 0]

/-- The path of two decoupled pairs is continuous and antisymmetric, its Pfaffian has opposite
signs at t = 0 and t = 1, and it has a zero mode only at t = 1/2. -/
theorem parity_switch_witness :
    Continuous switchPath ∧ (∀ t, (switchPath t)ᵀ = -switchPath t) ∧
      pf (switchPath 0) * pf (switchPath 1) < 0 ∧
      ∀ t, (∃ v : Fin 4 → ℝ, v ≠ 0 ∧ switchPath t *ᵥ v = 0) ↔ t = 1 / 2 := by
  have hpf : ∀ t, pf (switchPath t) = 1 - 2 * t := by
    intro t
    simp [pf, switchPath]
  have hanti : ∀ t, (switchPath t)ᵀ = -switchPath t := by
    intro t
    ext i j
    fin_cases i <;> fin_cases j <;> simp [switchPath]
  refine ⟨?_, hanti, ?_, ?_⟩
  · refine continuous_matrix fun i j => ?_
    fin_cases i <;> fin_cases j <;> simp [switchPath] <;> fun_prop
  · rw [hpf, hpf]
    norm_num
  · intro t
    rw [zero_mode_iff (hanti t), hpf]
    constructor <;> intro h <;> linarith

end MajoranaParitySwitch
```

```lean
#print axioms MajoranaParitySwitch.gapped_path_keeps_sign
```

```
'MajoranaParitySwitch.gapped_path_keeps_sign' depends on axioms: [propext, Classical.choice, Quot.sound]
```

## What a sign change does and does not tell a sweep

In `parity_switch`, the path is a function on ℝ, but continuity and antisymmetry (`Aᵀ = -A`) are required only on `Icc 0 1`, the closed interval. The crossing lies in `Ioo 0 1`, the open one. `pf` is the Pfaffian, `pfAdj` is Â, and `*ᵥ` applies a matrix to a vector.

`mul_pfAdj` checks the sixteen entries of AÂ by cases and obtains the other order by transposition. `two_zero_modes` splits on whether Â has a nonzero entry, and `zero_mode_iff` adds the converse. `parity_switch` builds continuity of the Pfaffian from the entries and treats the two sign orders separately.

`gapped_path_keeps_sign` states that a path without zero modes has Pfaffians of the same sign at its ends: `zero_mode_iff` excludes a zero product, `parity_switch` a negative one. `parity_switch_witness` shows that two decoupled pairs, with couplings 1 − 2t and 1, meet the hypotheses and have zero modes only at t = 1/2.

Equal end signs do not exclude crossings, since the Pfaffian may change sign twice. Nor does the theorem locate or count them. The entries are real numbers, so the absolute value of a floating-point Pfaffian must exceed its rounding error before its sign is used.

The step from this matrix statement to a fermion parity switch is the identification of the sign of Pf A with the ground-state parity of H, up to an overall sign set by the choice of modes. This is standard physics but is not formalised here.
